# Quasiparticle energies of a finite real quadratic fermion Hamiltonian as singular values of A + B

## Quadratic Hamiltonian and conventions

Let \(c_i\) annihilate a fermion in orbital \(i\), with \(n\) orbitals in total, and consider

\[
\hat H=\sum_{ij}A_{ij}\,c_i^\dagger c_j+\tfrac12\sum_{ij}B_{ij}\,(c_i^\dagger c_j^\dagger+c_jc_i).
\]

The real matrix \(A\) holds the one-particle terms, including any chemical potential, and is symmetric because \(\hat H\) is Hermitian. The real matrix \(B\) holds the pairing terms and is chosen antisymmetric; a symmetric part would drop out of \(\hat H\) because \(c_i^\dagger c_j^\dagger=-c_j^\dagger c_i^\dagger\). The problem is to find modes \(\gamma_k=\sum_i(u_{ik}c_i+v_{ik}c_i^\dagger)\) with \([\gamma_k,\hat H]=w_k\gamma_k\). Comparing coefficients gives an eigenvalue problem for the Bogoliubov-de Gennes matrix:

\[
H\begin{pmatrix}u_k\\v_k\end{pmatrix}=w_k\begin{pmatrix}u_k\\v_k\end{pmatrix},\qquad
H=\begin{pmatrix}A&B\\-B&-A\end{pmatrix}.
\]

The claim is that there are orthogonal matrices \(R,Q\) and a diagonal matrix \(W=\mathrm{diag}(w)\) with all \(w_i\ge0\) such that

\[
(A+B)R=QW,\qquad (A-B)Q=RW .
\]

The eigenvalues of \(H\) are then the real numbers \(\pm w_k\), with no positivity condition on \(A\pm B\). Reality alone also follows from the fact that \(H\) is symmetric; the normal form adds the pairing of signs and the amplitudes. For a finite mean-field model with real coefficients, it reduces the \(2n\times2n\) eigenvalue problem to a singular value decomposition of size \(n\).

## From singular vectors to quasiparticles

Put \(M=A+B\), so that \(M^T=A-B\). The symmetric matrix \(M^TM\) has orthonormal eigenvectors \(r_i\) with eigenvalues \(l_i\), and

\[
(Mr_i)\cdot(Mr_j)=r_i\cdot M^TMr_j=l_j\delta_{ij}.
\]

Hence \(l_i=|Mr_i|^2\ge0\), and we set \(w_i=\sqrt{l_i}\). Where \(l_i\ne0\), the vectors \(q_i=Mr_i/w_i\) are orthonormal; extend them to an orthonormal basis. Where \(l_i=0\), \(Mr_i=0\). In both cases \(Mr_i=w_iq_i\), which is \(MR=QW\) when the \(r_i\) and \(q_i\) are the columns of \(R\) and \(Q\).

Transposing gives \(R^TM^T=WQ^T\). Multiplying by \(R\) on the left and \(Q\) on the right gives \(M^TQ=RW\), the second relation.

Conversely, suppose both relations hold with orthogonal \(R,Q\). The first implies \((A+B)^TQ=RW=(A-B)Q\), so \((A+B)^T=A-B\). In components,

\[
A_{ji}+B_{ji}=A_{ij}-B_{ij}.
\]

Adding the same equation with \(i\) and \(j\) exchanged gives \(B_{ji}=-B_{ij}\), and then \(A_{ji}=A_{ij}\).

Now define \(u=(R+Q)/2\), \(v=(R-Q)/2\) and

\[
T=\begin{pmatrix}u&v\\v&u\end{pmatrix}.
\]

The diagonal blocks of \(T^TT\) are \(u^Tu+v^Tv=\tfrac12(R^TR+Q^TQ)=1\), and the off-diagonal ones are \(u^Tv+v^Tu=\tfrac12(R^TR-Q^TQ)=0\). These are the conditions for the \(\gamma_k\) to obey fermionic anticommutation relations. For the first block column of \(HT\),

\[
\begin{aligned}
Au+Bv&=\tfrac12[(A+B)R+(A-B)Q]=uW,\\
-Bu-Av&=\tfrac12[(A-B)Q-(A+B)R]=vW.
\end{aligned}
\]

The second block column follows in the same way:

\[
\begin{aligned}
Av+Bu&=\tfrac12[(A+B)R-(A-B)Q]=-vW,\\
-Bv-Au&=-\tfrac12[(A+B)R+(A-B)Q]=-uW.
\end{aligned}
\]

So \(HT=TD\) with \(D=\mathrm{diag}(w,-w)\).

Finally, let \(Hx=zx\) with complex \(z\) and \(x\ne0\). Then \(y=T^Tx\) is nonzero, and \(T^TH=DT^T\) gives \(Dy=zy\). At a nonzero component of \(y\), this says that \(z\) is a diagonal entry of \(D\), hence some \(w_k\) or \(-w_k\).

## Matrices and amplitudes in Lean

The finite type `n` labels the orbitals, and matrices over `ℝ` express the restriction to real coefficients.

```lean
import Mathlib

open Matrix

namespace FermionicNormalForm

variable {n : Type*} [Fintype n] [DecidableEq n]
```

The doubled index `n ⊕ n` separates the annihilation and creation components.

```lean
/-- The real Bogoliubov-de Gennes matrix with block rows `(A, B)` and `(-B, -A)`. -/
def bdgMatrix (A B : Matrix n n ℝ) : Matrix (n ⊕ n) (n ⊕ n) ℝ :=
  fromBlocks A B (-B) (-A)
```

The next definition is \(T\), with the factor \(\tfrac12\) in front of the whole block matrix.

```lean
/-- The Bogoliubov transformation with amplitudes `u = (R + Q)/2` and `v = (R - Q)/2`,
arranged in block rows `(u, v)` and `(v, u)`. -/
noncomputable def bogoliubov (R Q : Matrix n n ℝ) : Matrix (n ⊕ n) (n ⊕ n) ℝ :=
  (1 / 2 : ℝ) • fromBlocks (R + Q) (R - Q) (R - Q) (R + Q)
```

Neither definition contains fermion operators. The step from \(\hat H\) to \(H\) is the commutator calculation above, and the theorems start from the matrix.

## The singular value decomposition and its transpose

Orthogonality is written `Rᵀ * R = 1`. For square matrices `mul_eq_one_comm` turns this into `R * Rᵀ = 1`, which lets the `calc` chain insert \(RR^T\) before \(M^T\). The signs of the entries `w i` play no role here.

```lean
/-- For orthogonal `R` and `Q`, the relation `M R = Q W` with diagonal `W` implies the
transposed relation `Mᵀ Q = R W`. -/
theorem transposed_relation {M R Q : Matrix n n ℝ} {w : n → ℝ}
    (hR : Rᵀ * R = 1) (hQ : Qᵀ * Q = 1) (h : M * R = Q * diagonal w) :
    Mᵀ * Q = R * diagonal w := by
  have hR' : R * Rᵀ = 1 := mul_eq_one_comm.mp hR
  have ht : Rᵀ * Mᵀ = diagonal w * Qᵀ := by
    rw [← transpose_mul, h, transpose_mul, diagonal_transpose]
  calc Mᵀ * Q = (R * Rᵀ) * Mᵀ * Q := by rw [hR', one_mul]
    _ = R * (Rᵀ * Mᵀ) * Q := by simp only [mul_assoc]
    _ = R * diagonal w := by rw [ht, mul_assoc, mul_assoc, hQ, mul_one]
```

The decomposition itself holds for any real square \(M\). In the usual terminology, the columns of `R` are right singular vectors, those of `Q` are left singular vectors, and `w` lists the singular values.

In the proof, `hr` is the orthogonality of the images \(Mr_i\), and `hpos` is \(l_i\ge0\). The local `v` denotes the normalised images, not the amplitude \(v\). Its restriction to indices with \(l_i\ne0\) is orthonormal by `hv`, and Mathlib's extension theorem supplies the basis `q`. The two cases of `hMr` are the cases \(l_i=0\) and \(l_i\ne0\) above.

```lean
/-- Singular value decomposition: every real square matrix `M` satisfies `M R = Q W` with
orthogonal `R`, `Q` and a nonnegative diagonal `W`. -/
theorem singular_value_decomposition (M : Matrix n n ℝ) :
    ∃ (R Q : Matrix n n ℝ) (w : n → ℝ), Rᵀ * R = 1 ∧ Qᵀ * Q = 1 ∧ (∀ i, 0 ≤ w i) ∧
      M * R = Q * diagonal w := by
  have inner_dot : ∀ x y : EuclideanSpace ℝ n, inner ℝ x y = x.ofLp ⬝ᵥ y.ofLp := by
    intro x y
    simp [PiLp.inner_apply, dotProduct, mul_comm]
  have hH : (Mᵀ * M).IsHermitian := by
    rw [Matrix.IsHermitian, conjTranspose_eq_transpose_of_trivial, transpose_mul,
      transpose_transpose]
  -- an orthonormal eigenbasis of `Mᵀ M`
  obtain ⟨r, l, hl⟩ : ∃ (r : OrthonormalBasis n ℝ (EuclideanSpace ℝ n)) (l : n → ℝ),
      ∀ j, (Mᵀ * M) *ᵥ (r j).ofLp = l j • (r j).ofLp :=
    ⟨hH.eigenvectorBasis, hH.eigenvalues, fun j => hH.mulVec_eigenvectorBasis j⟩
  have orth : ∀ (b : OrthonormalBasis n ℝ (EuclideanSpace ℝ n)) (i j : n),
      (b i).ofLp ⬝ᵥ (b j).ofLp = if i = j then 1 else 0 := by
    intro b i j
    rw [← inner_dot]
    exact orthonormal_iff_ite.mp b.orthonormal i j
  -- the images `M r_i` are mutually orthogonal with squared length `l i`
  have hr : ∀ i j, (M *ᵥ (r i).ofLp) ⬝ᵥ (M *ᵥ (r j).ofLp) = if i = j then l j else 0 := by
    intro i j
    have hg : (M *ᵥ (r i).ofLp) ⬝ᵥ (M *ᵥ (r j).ofLp)
        = (r i).ofLp ⬝ᵥ ((Mᵀ * M) *ᵥ (r j).ofLp) := by
      rw [← mulVec_mulVec, dotProduct_mulVec (r i).ofLp Mᵀ, vecMul_transpose]
    rw [hg, hl, dotProduct_smul, orth]
    simp
  have hpos : ∀ i, 0 ≤ l i := by
    intro i
    have h := hr i i
    rw [if_pos rfl] at h
    have h0 : 0 ≤ (M *ᵥ (r i).ofLp) ⬝ᵥ (M *ᵥ (r i).ofLp) :=
      Finset.sum_nonneg fun k _ => mul_self_nonneg _
    linarith
  have hs : ∀ i, l i ≠ 0 → √(l i) ≠ 0 := fun i hi =>
    Real.sqrt_ne_zero'.mpr (lt_of_le_of_ne (hpos i) (Ne.symm hi))
  -- normalise the nonzero images and complete them to an orthonormal basis
  let v : n → EuclideanSpace ℝ n := fun i =>
    WithLp.toLp 2 ((√(l i))⁻¹ • (M *ᵥ (r i).ofLp))
  have hv : Orthonormal ℝ (Set.domRestrict {i | l i ≠ 0} v) := by
    rw [orthonormal_iff_ite]
    rintro ⟨i, hi⟩ ⟨j, hj⟩
    rw [inner_dot]
    change ((√(l i))⁻¹ • (M *ᵥ (r i).ofLp)) ⬝ᵥ ((√(l j))⁻¹ • (M *ᵥ (r j).ofLp)) = _
    rw [smul_dotProduct, dotProduct_smul, hr]
    by_cases h : i = j
    · subst h
      have hsq := Real.mul_self_sqrt (hpos i)
      have hne := hs i hi
      simp only [↓reduceIte, smul_eq_mul]
      calc (√(l i))⁻¹ * ((√(l i))⁻¹ * l i)
          = (√(l i))⁻¹ * ((√(l i))⁻¹ * (√(l i) * √(l i))) := by rw [hsq]
        _ = 1 := by rw [inv_mul_cancel_left₀ hne, inv_mul_cancel₀ hne]
    · simp [h]
  obtain ⟨q, hq⟩ := hv.exists_orthonormalBasis_extension_of_card_eq (by simp)
  have hMr : ∀ i, M *ᵥ (r i).ofLp = √(l i) • (q i).ofLp := by
    intro i
    by_cases hi : l i = 0
    · have h := hr i i
      rw [if_pos rfl, hi] at h
      rw [dotProduct_self_eq_zero.mp h, hi, Real.sqrt_zero, zero_smul]
    · rw [hq i hi]
      change _ = √(l i) • ((√(l i))⁻¹ • (M *ᵥ (r i).ofLp))
      rw [smul_smul, mul_inv_cancel₀ (hs i hi), one_smul]
  refine ⟨of fun i j => (r j).ofLp i, of fun i j => (q j).ofLp i, fun i => √(l i),
    ?_, ?_, fun i => Real.sqrt_nonneg _, ?_⟩
  · ext i j
    rw [one_apply]
    exact orth r i j
  · ext i j
    rw [one_apply]
    exact orth q i j
  · ext i j
    rw [mul_diagonal]
    exact (congrFun (hMr j) i).trans (mul_comm _ _)
```

## The normal form characterises the symmetries

The hypotheses `hA` and `hB` are the symmetry of \(A\) and the antisymmetry of \(B\). They enter only when \((A+B)^T\) is rewritten as \(A-B\).

```lean
/-- Fermionic normal form: for real symmetric `A` and real antisymmetric `B` there are
orthogonal `R`, `Q` and a nonnegative diagonal `W` with `(A + B) R = Q W` and
`(A - B) Q = R W`. -/
theorem fermionic_normal_form {A B : Matrix n n ℝ} (hA : Aᵀ = A) (hB : Bᵀ = -B) :
    ∃ (R Q : Matrix n n ℝ) (w : n → ℝ), Rᵀ * R = 1 ∧ Qᵀ * Q = 1 ∧ (∀ i, 0 ≤ w i) ∧
      (A + B) * R = Q * diagonal w ∧ (A - B) * Q = R * diagonal w := by
  obtain ⟨R, Q, w, hR, hQ, hw, h⟩ := singular_value_decomposition (A + B)
  have h' := transposed_relation hR hQ h
  rw [transpose_add, hA, hB, ← sub_eq_add_neg] at h'
  exact ⟨R, Q, w, hR, hQ, hw, h, h'⟩
```

The converse cancels `Q` and then compares entries; `linarith` combines the component equation with its exchanged copy. It does not need `w` to be nonnegative.

```lean
/-- Converse: if `(A + B) R = Q W` and `(A - B) Q = R W` hold with orthogonal `R`, `Q` and
diagonal `W`, then `A` is symmetric and `B` is antisymmetric. -/
theorem symmetry_of_normal_form {A B R Q : Matrix n n ℝ} {w : n → ℝ}
    (hR : Rᵀ * R = 1) (hQ : Qᵀ * Q = 1)
    (h₁ : (A + B) * R = Q * diagonal w) (h₂ : (A - B) * Q = R * diagonal w) :
    Aᵀ = A ∧ Bᵀ = -B := by
  have hQ' : Q * Qᵀ = 1 := mul_eq_one_comm.mp hQ
  -- cancel `Q` to identify `A - B` with the transpose of `A + B`
  have h : (A + B)ᵀ = A - B := by
    have e := congrArg (fun X => X * Qᵀ) ((transposed_relation hR hQ h₁).trans h₂.symm)
    simpa only [mul_assoc, hQ', mul_one] using e
  have e : ∀ i j, A j i + B j i = A i j - B i j := fun i j => congrFun (congrFun h i) j
  constructor
  · ext i j
    change A j i = A i j
    linarith [e i j, e j i]
  · ext i j
    change B j i = -B i j
    linarith [e i j, e j i]
```

## Diagonalising the Bogoliubov-de Gennes matrix

In the orthogonality proof, `h₁` and `h₂` are the diagonal and off-diagonal sums before division by four.

```lean
/-- The Bogoliubov transformation built from orthogonal `R` and `Q` is orthogonal. -/
theorem bogoliubov_orthogonal {R Q : Matrix n n ℝ} (hR : Rᵀ * R = 1) (hQ : Qᵀ * Q = 1) :
    (bogoliubov R Q)ᵀ * bogoliubov R Q = 1 := by
  have h₁ : (R + Q)ᵀ * (R + Q) + (R - Q)ᵀ * (R - Q) = (4 : ℝ) • (1 : Matrix n n ℝ) := by
    have e : (R + Q)ᵀ * (R + Q) + (R - Q)ᵀ * (R - Q)
        = Rᵀ * R + Rᵀ * R + (Qᵀ * Q + Qᵀ * Q) := by
      rw [transpose_add, transpose_sub]
      noncomm_ring
    rw [e, hR, hQ]
    module
  have h₂ : (R + Q)ᵀ * (R - Q) + (R - Q)ᵀ * (R + Q) = 0 := by
    have e : (R + Q)ᵀ * (R - Q) + (R - Q)ᵀ * (R + Q)
        = Rᵀ * R + Rᵀ * R - (Qᵀ * Q + Qᵀ * Q) := by
      rw [transpose_add, transpose_sub]
      noncomm_ring
    rw [e, hR, hQ, sub_self]
  unfold bogoliubov
  rw [transpose_smul, fromBlocks_transpose, Matrix.smul_mul, Matrix.mul_smul,
    fromBlocks_multiply, h₁, h₂, (add_comm _ _).trans h₂, (add_comm _ _).trans h₁]
  simp only [fromBlocks_smul, smul_zero, smul_smul]
  norm_num [fromBlocks_one]
```

The diagonal matrix \(D\) appears as `diagonal (Sum.elim w (fun i => -w i))`. After block multiplication, each of the four `linear_combination` lines is a sum or difference of the two relations, as in the hand calculation of \(HT\).

```lean
/-- If `(A + B) R = Q W` and `(A - B) Q = R W` with `W = diag(w)`, the Bogoliubov
transformation `T` of `R` and `Q` satisfies `H T = T diag(w, -w)` for the
Bogoliubov-de Gennes matrix `H`. -/
theorem bdg_diagonalised {A B R Q : Matrix n n ℝ} {w : n → ℝ}
    (h₁ : (A + B) * R = Q * diagonal w) (h₂ : (A - B) * Q = R * diagonal w) :
    bdgMatrix A B * bogoliubov R Q
      = bogoliubov R Q * diagonal (Sum.elim w (fun i => -w i)) := by
  have hneg : diagonal (fun i => -w i) = -diagonal w := by
    ext i j
    by_cases h : i = j <;> simp [h]
  unfold bdgMatrix bogoliubov
  rw [Matrix.mul_smul, Matrix.smul_mul, ← fromBlocks_diagonal, hneg,
    fromBlocks_multiply, fromBlocks_multiply]
  -- each block is a sum or difference of the two relations
  refine congrArg _ (fromBlocks_inj.mpr ⟨?_, ?_, ?_, ?_⟩)
  · linear_combination (norm := noncomm_ring) h₁ + h₂
  · linear_combination (norm := noncomm_ring) h₁ - h₂
  · linear_combination (norm := noncomm_ring) h₂ - h₁
  · linear_combination (norm := noncomm_ring) -h₁ - h₂
```

## Every complex eigenvalue is real

To leave room for complex eigenvalues, the real matrix is mapped entrywise into `ℂ`, and `z` and `x` are complex. The theorem places each eigenvalue among the numbers \(\pm w_k\). In its proof, `hc` is \(T^TH=DT^T\), `hy` is \(y\ne0\), and `hz` is \(Dy=zy\). The last lines cancel a nonzero component of \(y\) and split according to the half of `n ⊕ n` in which it lies.

```lean
/-- Given the normal form with orthogonal `R` and `Q`, every complex eigenvalue of the
Bogoliubov-de Gennes matrix is one of the numbers `w k` or `-w k`. -/
theorem eigenvalue_eq_quasiparticle_energy {A B R Q : Matrix n n ℝ} {w : n → ℝ}
    (hR : Rᵀ * R = 1) (hQ : Qᵀ * Q = 1)
    (h₁ : (A + B) * R = Q * diagonal w) (h₂ : (A - B) * Q = R * diagonal w)
    {z : ℂ} {x : n ⊕ n → ℂ} (hx : x ≠ 0)
    (h : (bdgMatrix A B).map Complex.ofRealHom *ᵥ x = z • x) :
    ∃ k, z = (w k : ℂ) ∨ z = -(w k : ℂ) := by
  have hT := bogoliubov_orthogonal hR hQ
  have hD := bdg_diagonalised h₁ h₂
  generalize bogoliubov R Q = T at hT hD
  have hT' : T * Tᵀ = 1 := mul_eq_one_comm.mp hT
  have hc : Tᵀ * bdgMatrix A B = diagonal (Sum.elim w (fun i => -w i)) * Tᵀ := by
    calc Tᵀ * bdgMatrix A B = Tᵀ * (bdgMatrix A B * T) * Tᵀ := by
          rw [mul_assoc, mul_assoc, hT', mul_one]
      _ = _ := by rw [hD, ← mul_assoc, hT, one_mul]
  have hc' := congrArg (fun X => X.map Complex.ofRealHom) hc
  simp only [Matrix.map_mul] at hc'
  -- the transformed eigenvector is nonzero
  have hy : Tᵀ.map Complex.ofRealHom *ᵥ x ≠ 0 := by
    intro h0
    apply hx
    calc x = (T * Tᵀ).map Complex.ofRealHom *ᵥ x := by
          rw [hT', Matrix.map_one _ (map_zero _) (map_one _), one_mulVec]
      _ = T.map Complex.ofRealHom *ᵥ (Tᵀ.map Complex.ofRealHom *ᵥ x) := by
          rw [Matrix.map_mul, mulVec_mulVec]
      _ = 0 := by rw [h0, mulVec_zero]
  have hz : (diagonal (Sum.elim w (fun i => -w i))).map Complex.ofRealHom *ᵥ
      (Tᵀ.map Complex.ofRealHom *ᵥ x) = z • (Tᵀ.map Complex.ofRealHom *ᵥ x) := by
    rw [mulVec_mulVec, ← hc', ← mulVec_mulVec, h, mulVec_smul]
  -- read off the eigenvalue at a nonzero component
  obtain ⟨k, hk⟩ := Function.ne_iff.mp hy
  have hk' := congrFun hz k
  rw [diagonal_map (map_zero _), mulVec_diagonal, Pi.smul_apply, smul_eq_mul] at hk'
  have e := mul_right_cancel₀ hk hk'
  rcases k with i | i
  · exact ⟨i, Or.inl e.symm⟩
  · refine ⟨i, Or.inr ?_⟩
    rw [← e]
    simp
```

Combining this with the existence of the normal form leaves only the symmetry hypotheses on \(A\) and \(B\). The conclusion `z.im = 0` states that the eigenvalue is real.

```lean
/-- For real symmetric `A` and real antisymmetric `B`, every complex eigenvalue of the
Bogoliubov-de Gennes matrix is real. -/
theorem quasiparticle_energies_real {A B : Matrix n n ℝ} (hA : Aᵀ = A) (hB : Bᵀ = -B)
    {z : ℂ} {x : n ⊕ n → ℂ} (hx : x ≠ 0)
    (h : (bdgMatrix A B).map Complex.ofRealHom *ᵥ x = z • x) : z.im = 0 := by
  obtain ⟨R, Q, w, hR, hQ, -, h₁, h₂⟩ := fermionic_normal_form hA hB
  obtain ⟨k, hk | hk⟩ := eigenvalue_eq_quasiparticle_energy hR hQ h₁ h₂ hx h
  · simp [hk]
  · simp [hk]
```

The same block matrix with a symmetric \(B\) occurs in the random-phase approximation, where an instability can appear as an imaginary frequency. A one-by-one example has \(A=0\) and \(B=1\): the vector \((1,i)\) is an eigenvector with eigenvalue \(i\). The form \(|X|^2-|Y|^2\) used to normalise amplitudes \((X,Y)\) in that theory vanishes on this vector. Symmetry of \(A\) alone, with \(B\) an arbitrary real matrix, is therefore not enough for real eigenvalues.

```lean
/-- For the one-by-one blocks `A = 0` and `B = 1` (symmetric, not antisymmetric), the matrix
`bdgMatrix A B` has the eigenvector `(1, i)` with the imaginary eigenvalue `i`. -/
theorem symmetric_coupling_imaginary :
    (bdgMatrix (0 : Matrix (Fin 1) (Fin 1) ℝ) 1).map Complex.ofRealHom *ᵥ
        Sum.elim (fun _ => 1) (fun _ => Complex.I)
      = Complex.I • Sum.elim (fun _ => 1) (fun _ => Complex.I) := by
  ext i
  rcases i with i | i <;> fin_cases i <;>
    simp [bdgMatrix, mulVec, dotProduct, Fintype.sum_sum_type]

end FermionicNormalForm
```

```lean
#print axioms FermionicNormalForm.symmetry_of_normal_form
#print axioms FermionicNormalForm.quasiparticle_energies_real
#print axioms FermionicNormalForm.symmetric_coupling_imaginary
```

```
'FermionicNormalForm.symmetry_of_normal_form' depends on axioms: [propext, Classical.choice, Quot.sound]
'FermionicNormalForm.quasiparticle_energies_real' depends on axioms: [propext, Classical.choice, Quot.sound]
'FermionicNormalForm.symmetric_coupling_imaginary' depends on axioms: [propext, Classical.choice, Quot.sound]
```
